# A smooth radial mesh with $r'>0$ adds a Schwarzian term, and no first derivative, to the equation for $P/\sqrt{r'}$

Let $P(r)$ be a radial function with $P''=qP$, and let $r(x)$ be a $C^3$ mesh function with $r'>0$. Then $u(x)=P(r(x))/\sqrt{r'(x)}$ satisfies

$$u''=\left(r'^2\,q(r)-\tfrac12 S\right)u,\qquad S=\frac{r'''}{r'}-\frac32\left(\frac{r''}{r'}\right)^2 .$$

For the mesh $x=ar+b\ln r$ with $r>0$, $a,b\ge 0$ and $a+b>0$, the extra term is

$$-\frac S2=\frac{b(b+4ar)}{4(ar+b)^4}.$$

I know these formulas from nonrelativistic atomic structure work, where $P(r)=rR(r)$ for an orbital with radial part $R$, and $q(r)=l(l+1)/r^2+2(V(r)-E)$ in atomic units, with potential energy $V$ and orbital energy $E$. I would like to see them derived without gaps, with the smoothness assumptions spelled out and the proof checked in Lean. Does the equation for $u$ also imply the one for $P$?

## The terms in $P'$ cancel

Yes, it does. The calculation below takes $P$ to be twice differentiable, and the Lean theorem keeps this as a hypothesis. It is no real restriction: $P(r(x))=\sqrt{r'(x)}\,u(x)$ and $r(x)$ has a $C^3$ local inverse, so if $u$ is twice differentiable, $P$ is too at the radii that the mesh reaches. Primes on $r$ and $u$ mean $d/dx$, and primes on $P$ mean $d/dr$. The chain and quotient rules give

$$u'=\frac{P'(r)\,r'}{\sqrt{r'}}-\frac{r''}{2r'^{3/2}}P(r)=\sqrt{r'}\,P'(r)-k\,u,\qquad k=\frac{r''}{2r'} .$$

Now differentiate both terms:

$$\left(\sqrt{r'}\,P'(r)\right)'=\frac{r''}{2\sqrt{r'}}P'(r)+r'^{3/2}P''(r),$$

$$(ku)'=k'u+k\left(\sqrt{r'}\,P'(r)-ku\right)=(k'-k^2)u+\frac{r''}{2\sqrt{r'}}P'(r).$$

On subtraction the terms in $P'$ disappear. The remaining coefficient of $u$ in $(ku)'$ is

$$k'-k^2=\frac{r'''}{2r'}-\frac{r''^2}{2r'^2}-\frac{r''^2}{4r'^2}=\frac S2,$$

so that

$$u''=\frac{r'^2P''(r)}{\sqrt{r'}}-\frac S2u .$$

Inserting $P''=qP$ turns the first term into $r'^2q(r)u$, which is the stated equation. Conversely, if $u$ satisfies that equation, comparing the two expressions for $u''$ gives

$$\frac{r'^2}{\sqrt{r'}}\left(P''(r)-q(r)P(r)\right)=0,$$

and the prefactor is positive, so $P''=qP$ at every radius that the mesh reaches.

## The extra term for $x=ar+b\ln r$

Write $w=ar+b$, which is positive. From $dx/dr=a+b/r=w/r$ we get $r'=r/w$. Since $w'=ar'$,

$$r''=\frac{r'w-r\,ar'}{w^2}=\frac{b\,r'}{w^2}=\frac{br}{w^3},$$

$$r'''=b\,\frac{r'w^3-3w^2ar'\,r}{w^6}=\frac{b\,r'(w-3ar)}{w^4}=\frac{br(b-2ar)}{w^5}.$$

Therefore $r'''/r'=b(b-2ar)/w^4$ and $r''/r'=b/w^2$, and

$$S=\frac{b(b-2ar)-\frac32b^2}{w^4}=-\frac{b(b+4ar)}{2w^4}.$$

Multiplying by $-\tfrac12$ gives the formula in the question.

The constants control the spacing of radii for equal steps in $x$: when $b>0$, $r'\approx r/b$ near the nucleus, which is logarithmic spacing, and when $a>0$, $r'$ tends to $1/a$ far out, which is uniform spacing.

## The mesh, the orbital and the equation as Lean objects

The functions `r`, `P` and `q` are real functions on the real line, and `s` is the set of mesh coordinates under consideration. The expression `deriv r x` is $r'(x)$, and `r '' s` is the set of radii reached from `s`. The definitions `schwarzian`, `meshOrbital` and `meshCoeff` are $S$, $u$ and $r'^2q(r)-S/2$, built from actual derivatives.

`SolvesOn q P s` says that at each point of `s` the function `P` is differentiable and `deriv P` has derivative `q x * P x`. Differentiability is thus part of solving the equation. No continuity of `q` is required. The set in this definition consists of radii in the equation for $P$ and of mesh coordinates in the equation for $u$.

`IsMesh r s` says that `s` is open, that $r'>0$ on it, and that $r'$ and $r''$ are differentiable there. This is slightly weaker than $C^3$, because $r'''$ need not be continuous. Differentiability of `r` itself is not listed: Lean sets `deriv` to zero where no derivative exists, so a positive value already guarantees one.

With these, `solvesOn_meshOrbital` is the transformation from $P$ to $u$, and `solvesOn_of_meshOrbital` is the converse, with twice differentiable `P` as a hypothesis.

`IsLogLinear a b r s` describes a continuous, positive `r` that satisfies $ar+b\ln r=x$ on an open set, with $r$ measured in a fixed unit such as the bohr. Its smoothness is derived, not assumed. The case $b=0$ is allowed, and then `s` can contain only $x>0$. The theorem `IsLogLinear.schwarzian_eq` gives the formula for $-S/2$, and `IsLogLinear.solvesOn` gives the full equation on this mesh. For $a\ge0$ and $b>0$, `exists_isLogLinear` supplies such a mesh on the whole real line.

For a nonrelativistic one-electron radial equation with a given local potential, the result provides a form without $u'$ on an equally spaced grid in $x$, which is the form that Numerov's method takes. The theorems concern the differential equation before discretisation. They do not treat step errors, boundary conditions, normalisation, or the inhomogeneous exchange terms of Hartree–Fock equations.

```lean
import Mathlib

open Filter Topology

namespace RadialMesh

noncomputable section

/-- The Schwarzian derivative `S = r'''/r' - (3/2) (r''/r')²` of a mesh function `r(x)`,
meant for points where `r' ≠ 0`. -/
def schwarzian (r : ℝ → ℝ) (x : ℝ) : ℝ :=
  deriv (deriv (deriv r)) x / deriv r x - 3 / 2 * (deriv (deriv r) x / deriv r x) ^ 2

/-- The rescaled radial function `u(x) = P(r(x)) / √r'(x)`, meant for points where `r' > 0`. -/
def meshOrbital (r P : ℝ → ℝ) (x : ℝ) : ℝ := P (r x) / √(deriv r x)

/-- The coefficient `r'² q(r) - S/2` of the equation in the mesh coordinate,
meant for points where `r' ≠ 0`. -/
def meshCoeff (r q : ℝ → ℝ) (x : ℝ) : ℝ := deriv r x ^ 2 * q (r x) - schwarzian r x / 2

/-- `P` is twice differentiable and obeys `P'' = q P` at every point of `s`, meant for open sets
`s`. -/
def SolvesOn (q P : ℝ → ℝ) (s : Set ℝ) : Prop :=
  ∀ x ∈ s, DifferentiableAt ℝ P x ∧ HasDerivAt (deriv P) (q x * P x) x

/-- A radial mesh: on the open set `s` the function `r` is three times differentiable
with `r' > 0`. -/
structure IsMesh (r : ℝ → ℝ) (s : Set ℝ) : Prop where
  isOpen : IsOpen s
  pos : ∀ x ∈ s, 0 < deriv r x
  diff2 : ∀ x ∈ s, DifferentiableAt ℝ (deriv r) x
  diff3 : ∀ x ∈ s, DifferentiableAt ℝ (deriv (deriv r)) x

/-- The log-linear mesh: `r` is continuous and positive on the open set `s`, and
`a r + b ln r = x` there. -/
structure IsLogLinear (a b : ℝ) (r : ℝ → ℝ) (s : Set ℝ) : Prop where
  isOpen : IsOpen s
  cont : ContinuousOn r s
  pos : ∀ x ∈ s, 0 < r x
  eq : ∀ x ∈ s, a * r x + b * Real.log (r x) = x

variable {r P q : ℝ → ℝ} {s : Set ℝ} {x a b : ℝ}

/-- Where `r' > 0`, `r'` is differentiable and `P` is differentiable at `r(x)`, the rescaled
function has the slope `u' = √r' P'(r) - (r''/(2r')) u`. -/
theorem hasDerivAt_meshOrbital (h1 : 0 < deriv r x) (h2 : DifferentiableAt ℝ (deriv r) x)
    (hP : DifferentiableAt ℝ P (r x)) :
    HasDerivAt (meshOrbital r P) (√(deriv r x) * deriv P (r x)
      - deriv (deriv r) x / (2 * deriv r x) * meshOrbital r P x) x := by
  have hr : HasDerivAt r (deriv r x) x := (differentiableAt_of_deriv_ne_zero h1.ne').hasDerivAt
  have hs := h2.hasDerivAt.sqrt h1.ne'
  have hc : HasDerivAt (fun y => P (r y)) (deriv P (r x) * deriv r x) x :=
    hP.hasDerivAt.comp x hr
  have hpos : 0 < √(deriv r x) := Real.sqrt_pos.2 h1
  have hsq : √(deriv r x) ^ 2 = deriv r x := Real.sq_sqrt h1.le
  refine (hc.fun_div hs hpos.ne').congr_deriv ?_
  simp only [meshOrbital]
  -- write r' = w² to remove the square root
  generalize √(deriv r x) = w at hpos hsq ⊢
  rw [← hsq]
  field_simp

/-- On a radial mesh, for twice differentiable `P`, the terms in `P'` cancel:
`u'' = r'² P''(r)/√r' - (S/2) u`. -/
theorem hasDerivAt_deriv_meshOrbital (hr : IsMesh r s)
    (hP : ∀ y ∈ s, DifferentiableAt ℝ P (r y)) (hx : x ∈ s)
    (hP2 : DifferentiableAt ℝ (deriv P) (r x)) :
    HasDerivAt (deriv (meshOrbital r P)) (deriv r x ^ 2 * deriv (deriv P) (r x) / √(deriv r x)
      - schwarzian r x / 2 * meshOrbital r P x) x := by
  have heq : deriv (meshOrbital r P) =ᶠ[𝓝 x] fun y => √(deriv r y) * deriv P (r y)
      - deriv (deriv r) y / (2 * deriv r y) * meshOrbital r P y := by
    filter_upwards [hr.isOpen.mem_nhds hx] with y hy
    exact (hasDerivAt_meshOrbital (hr.pos y hy) (hr.diff2 y hy) (hP y hy)).deriv
  have h1 := hr.pos x hx
  have h2 := (hr.diff2 x hx).hasDerivAt
  have h0 : HasDerivAt r (deriv r x) x := (differentiableAt_of_deriv_ne_zero h1.ne').hasDerivAt
  have hs := h2.sqrt h1.ne'
  have hc : HasDerivAt (fun y => deriv P (r y)) (deriv (deriv P) (r x) * deriv r x) x :=
    hP2.hasDerivAt.comp x h0
  have hk := (hr.diff3 x hx).hasDerivAt.fun_div (h2.const_mul 2) (mul_pos two_pos h1).ne'
  have hu := hasDerivAt_meshOrbital h1 (hr.diff2 x hx) (hP x hx)
  have hpos : 0 < √(deriv r x) := Real.sqrt_pos.2 h1
  have hsq : √(deriv r x) ^ 2 = deriv r x := Real.sq_sqrt h1.le
  refine (((hs.fun_mul hc).fun_sub (hk.fun_mul hu)).congr_deriv ?_).congr_of_eventuallyEq heq
  simp only [meshOrbital, schwarzian]
  generalize √(deriv r x) = w at hpos hsq ⊢
  rw [← hsq]
  field_simp
  ring

/-- If `P'' = q P` on the radii covered by a radial mesh, then `u = P(r)/√r'` obeys
`u'' = (r'² q(r) - S/2) u` on the mesh. -/
theorem solvesOn_meshOrbital (hr : IsMesh r s) (hP : SolvesOn q P (r '' s)) :
    SolvesOn (meshCoeff r q) (meshOrbital r P) s := by
  intro x hx
  have hP' := fun (y : ℝ) (hy : y ∈ s) => hP (r y) (Set.mem_image_of_mem r hy)
  refine ⟨(hasDerivAt_meshOrbital (hr.pos x hx) (hr.diff2 x hx) (hP' x hx).1).differentiableAt,
    (hasDerivAt_deriv_meshOrbital hr (fun y hy => (hP' y hy).1) hx
      (hP' x hx).2.differentiableAt).congr_deriv ?_⟩
  rw [(hP' x hx).2.deriv]
  simp only [meshCoeff, meshOrbital]
  ring

/-- Conversely, if `P` is twice differentiable on the radii covered by a radial mesh and `u` obeys
the transformed equation on the mesh, then `P'' = q P` on those radii. -/
theorem solvesOn_of_meshOrbital (hr : IsMesh r s)
    (hP : ∀ y ∈ s, DifferentiableAt ℝ P (r y) ∧ DifferentiableAt ℝ (deriv P) (r y))
    (hu : SolvesOn (meshCoeff r q) (meshOrbital r P) s) : SolvesOn q P (r '' s) := by
  rintro _ ⟨x, hx, rfl⟩
  have e := (hasDerivAt_deriv_meshOrbital hr (fun y hy => (hP y hy).1) hx (hP x hx).2).unique
    (hu x hx).2
  refine ⟨(hP x hx).1, (hP x hx).2.hasDerivAt.congr_deriv ?_⟩
  have h1 := hr.pos x hx
  have hc : deriv r x ^ 2 / √(deriv r x) ≠ 0 :=
    (div_pos (pow_pos h1 2) (Real.sqrt_pos.2 h1)).ne'
  apply mul_left_cancel₀ hc
  simp only [meshCoeff, meshOrbital] at e
  linear_combination e

/-- For `a, b ≥ 0` with `a + b > 0`, the quantity `a r + b` is positive on a log-linear mesh. -/
theorem IsLogLinear.denom_pos (h : IsLogLinear a b r s) (ha : 0 ≤ a) (hb : 0 ≤ b)
    (hab : 0 < a + b) (hx : x ∈ s) : 0 < a * r x + b := by
  have hr := h.pos x hx
  rcases ha.lt_or_eq with h0 | h0
  · positivity
  · subst h0
    linarith

/-- For `a, b ≥ 0` with `a + b > 0`, the log-linear mesh has `r' = r/(ar+b)`,
`r'' = b r/(ar+b)³` and `r''' = b r (b - 2ar)/(ar+b)⁵`. -/
theorem IsLogLinear.derivs (h : IsLogLinear a b r s) (ha : 0 ≤ a) (hb : 0 ≤ b)
    (hab : 0 < a + b) (hx : x ∈ s) :
    HasDerivAt r (r x / (a * r x + b)) x ∧
    HasDerivAt (deriv r) (b * r x / (a * r x + b) ^ 3) x ∧
    HasDerivAt (deriv (deriv r)) (b * r x * (b - 2 * a * r x) / (a * r x + b) ^ 5) x := by
  have hw := fun (y : ℝ) (hy : y ∈ s) => (h.denom_pos ha hb hab hy).ne'
  -- the inverse function rule applied to x = a r + b ln r
  have h1 : ∀ y ∈ s, HasDerivAt r (r y / (a * r y + b)) y := by
    intro y hy
    have hne := (h.pos y hy).ne'
    have hf : HasDerivAt (fun ρ => a * ρ + b * Real.log ρ) ((a * r y + b) / r y) (r y) := by
      refine (((hasDerivAt_id' (r y)).const_mul a).fun_add
        ((Real.hasDerivAt_log hne).const_mul b)).congr_deriv ?_
      field_simp
    have hi := HasDerivAt.of_local_left_inverse (h.cont.continuousAt (h.isOpen.mem_nhds hy)) hf
      (div_ne_zero (hw y hy) hne) (by
        filter_upwards [h.isOpen.mem_nhds hy] with z hz using h.eq z hz)
    rwa [inv_div] at hi
  have h2 : ∀ y ∈ s, HasDerivAt (deriv r) (b * r y / (a * r y + b) ^ 3) y := by
    intro y hy
    have e : deriv r =ᶠ[𝓝 y] fun z => r z / (a * r z + b) := by
      filter_upwards [h.isOpen.mem_nhds hy] with z hz using (h1 z hz).deriv
    have hd := (h1 y hy).fun_div (((h1 y hy).const_mul a).add_const b) (hw y hy)
    refine (hd.congr_deriv ?_).congr_of_eventuallyEq e
    have hne := (h.pos y hy).ne'
    have hwy := hw y hy
    field_simp
    ring
  refine ⟨h1 x hx, h2 x hx, ?_⟩
  have e : deriv (deriv r) =ᶠ[𝓝 x] fun z => b * r z / (a * r z + b) ^ 3 := by
    filter_upwards [h.isOpen.mem_nhds hx] with z hz using (h2 z hz).deriv
  have hc : HasDerivAt (fun z => (a * r z + b) ^ 3)
      (3 * (a * r x + b) ^ 2 * (a * (r x / (a * r x + b)))) x :=
    ((((h1 x hx).const_mul a).add_const b).fun_pow 3).congr_deriv (by norm_num)
  have hd := ((h1 x hx).const_mul b).fun_div hc (pow_ne_zero 3 (hw x hx))
  refine (hd.congr_deriv ?_).congr_of_eventuallyEq e
  have hne := (h.pos x hx).ne'
  have hwx := hw x hx
  field_simp
  ring

/-- For `a, b ≥ 0` with `a + b > 0`, the log-linear mesh has
`-S/2 = b (b + 4ar) / (4 (ar+b)⁴)`. -/
theorem IsLogLinear.schwarzian_eq (h : IsLogLinear a b r s) (ha : 0 ≤ a) (hb : 0 ≤ b)
    (hab : 0 < a + b) (hx : x ∈ s) :
    -schwarzian r x / 2 = b * (b + 4 * a * r x) / (4 * (a * r x + b) ^ 4) := by
  obtain ⟨h1, h2, h3⟩ := h.derivs ha hb hab hx
  have hne := (h.pos x hx).ne'
  have hw := (h.denom_pos ha hb hab hx).ne'
  rw [schwarzian, h3.deriv, h2.deriv, h1.deriv]
  field_simp
  ring

/-- For `a, b ≥ 0` with `a + b > 0`, if `P'' = q P` on the radii of a log-linear mesh, then
`u'' = (r² q(r)/(ar+b)² + b (b + 4ar)/(4 (ar+b)⁴)) u` on the mesh. -/
theorem IsLogLinear.solvesOn (h : IsLogLinear a b r s) (ha : 0 ≤ a) (hb : 0 ≤ b)
    (hab : 0 < a + b) (hP : SolvesOn q P (r '' s)) :
    SolvesOn (fun x => (r x / (a * r x + b)) ^ 2 * q (r x)
      + b * (b + 4 * a * r x) / (4 * (a * r x + b) ^ 4)) (meshOrbital r P) s := by
  have hd := fun (y : ℝ) (hy : y ∈ s) => h.derivs ha hb hab hy
  have hm : IsMesh r s :=
    { isOpen := h.isOpen
      pos := fun y hy => by
        rw [(hd y hy).1.deriv]
        exact div_pos (h.pos y hy) (h.denom_pos ha hb hab hy)
      diff2 := fun y hy => (hd y hy).2.1.differentiableAt
      diff3 := fun y hy => (hd y hy).2.2.differentiableAt }
  intro x hx
  have m := solvesOn_meshOrbital hm hP x hx
  refine ⟨m.1, m.2.congr_deriv ?_⟩
  have hS := h.schwarzian_eq ha hb hab hx
  simp only [meshCoeff, (hd x hx).1.deriv]
  linear_combination meshOrbital r P x * hS

/-- For `a ≥ 0` and `b > 0` a log-linear mesh exists on the whole real line. -/
theorem exists_isLogLinear (ha : 0 ≤ a) (hb : 0 < b) :
    ∃ r : ℝ → ℝ, IsLogLinear a b r Set.univ := by
  -- with r = exp t the mesh equation reads a exp t + b t = x
  let f : ℝ → ℝ := fun t => a * Real.exp t + b * t
  have hmono : StrictMono f := by
    intro t u htu
    have h1 := mul_le_mul_of_nonneg_left (Real.exp_lt_exp.2 htu).le ha
    have h2 := mul_lt_mul_of_pos_left htu hb
    change a * Real.exp t + b * t < a * Real.exp u + b * u
    linarith
  have hcont : Continuous f := by
    change Continuous fun t => a * Real.exp t + b * t
    fun_prop
  have htop : Tendsto f atTop atTop := by
    refine tendsto_atTop_mono (fun t => ?_) (tendsto_id.const_mul_atTop hb)
    have h1 := mul_nonneg ha (Real.exp_pos t).le
    change b * t ≤ a * Real.exp t + b * t
    linarith
  have hbot : Tendsto f atBot atBot := by
    refine tendsto_atBot_mono' atBot ?_
      (tendsto_atBot_add_const_left atBot a (tendsto_id.const_mul_atBot hb))
    filter_upwards [eventually_le_atBot (0 : ℝ)] with t ht
    have h1 := mul_le_mul_of_nonneg_left (Real.exp_le_one_iff.2 ht) ha
    change a * Real.exp t + b * t ≤ a + b * t
    linarith
  let g := StrictMono.orderIsoOfSurjective f hmono (hcont.surjective htop hbot)
  refine ⟨fun x => Real.exp (g.symm x), isOpen_univ,
    (Real.continuous_exp.comp g.symm.continuous).continuousOn,
    fun x _ => Real.exp_pos _, fun x _ => ?_⟩
  rw [Real.log_exp]
  exact g.apply_symm_apply x

end

end RadialMesh
```

```lean
#print axioms RadialMesh.hasDerivAt_deriv_meshOrbital
#print axioms RadialMesh.solvesOn_of_meshOrbital
#print axioms RadialMesh.IsLogLinear.solvesOn
#print axioms RadialMesh.exists_isLogLinear
```

```
'RadialMesh.hasDerivAt_deriv_meshOrbital' depends on axioms: [propext, Classical.choice, Quot.sound]
'RadialMesh.solvesOn_of_meshOrbital' depends on axioms: [propext, Classical.choice, Quot.sound]
'RadialMesh.IsLogLinear.solvesOn' depends on axioms: [propext, Classical.choice, Quot.sound]
'RadialMesh.exists_isLogLinear' depends on axioms: [propext, Classical.choice, Quot.sound]
```

## From the chain rule to the mesh equation in Lean

`hasDerivAt_meshOrbital` is the formula for $u'$. It combines the chain rule for $P(r(x))$ with the quotient rule. The square root is then replaced by a positive `w` with $w^2=r'$ (not the $w=ar+b$ used above), which leaves a rational identity for `field_simp`.

`hasDerivAt_deriv_meshOrbital` is the second differentiation. To differentiate $u'$ at `x`, one needs its formula in a neighbourhood of `x` and not only at the point. Openness of `s` provides this, as the statement `heq`. The product rule is applied to $\sqrt{r'}\,P'(r)$ and to $ku$, whose factor $k$ is differentiated in `hk`. After the same substitution for the square root, `field_simp` and `ring` carry out the cancellation of the $P'$ terms and collect $S/2$.

`solvesOn_meshOrbital` replaces $P''$ by $qP$ in this result. In `solvesOn_of_meshOrbital`, the function $u'$ has two expressions for its derivative, one from the general formula and one from the assumed equation. Uniqueness of derivatives equates them, and `mul_left_cancel₀` removes the nonzero factor $r'^2/\sqrt{r'}$.

For the log-linear mesh, `IsLogLinear.denom_pos` shows $ar+b>0$, treating $a>0$ and $a=0$ separately. `IsLogLinear.derivs` obtains $r'$ from the inverse function rule, `HasDerivAt.of_local_left_inverse`, which is where the continuity of `r` is used. It then applies the quotient rule twice, again using formulas valid near the point. `IsLogLinear.schwarzian_eq` inserts the three derivatives into $S$. `IsLogLinear.solvesOn` uses them to verify `IsMesh`, applies the general theorem and substitutes the explicit coefficient.

For existence, put $r=e^t$, so that the mesh equation becomes $ae^t+bt=x$. The left side is continuous and strictly increasing in $t$, and it tends to $\pm\infty$ with $t$ because $b>0$. It therefore has a continuous inverse $t(x)$ on the whole line, and $r(x)=e^{t(x)}$ is the required mesh.
